# sin^l θ as the highest-weight polar function of orbital angular momentum

## Operators on the polar angle alone

Orbital angular momentum is modelled here by differential operators in one variable, the polar angle, with the azimuthal dependence exp(imφ) already divided out. The number m then survives only as a parameter. Write t for the polar angle, f for a real function of it, and measure angular momentum in units of ħ. The full operators are

L₊ = exp(iφ) (∂/∂t + i cot t ∂/∂φ)

L₋ = exp(−iφ) (−∂/∂t + i cot t ∂/∂φ)

L² = −(1/sin t) ∂/∂t (sin t ∂/∂t) − (1/sin² t) ∂²/∂φ²

On f(t) exp(imφ) each ∂/∂φ gives a factor im. The polar parts are therefore

L₊: f′ − m cot t f

L₋: −f′ − m cot t f

L²: −(sin t f′)′/sin t + m² f/sin² t

Since L₊ raises m by one, a subsequent L₋ must be taken at m + 1.

## The two equations and their reading in Lean

For every natural number l and every t in (0, π), the function f(t) = sin^l t satisfies

f′ = l cot t f

−(sin t f′)′/sin t + l² f/sin² t = l(l+1) f

This is `sin_pow_highest_weight`. The three polar operators are `polarRaise`, `polarLower` and `polarLSq`. They accept any real m, and l enters them as a real number. The condition `t ∈ Ioo 0 π` keeps t away from the poles, where cot t is singular.

The theorems concern real functions of t. The reduction from the sphere is built into the definitions, and regularity at the poles, the states with |m| < l and the integrality of m are not treated.

In a one-electron model with a central potential, these functions are the polar factors of the orbitals with m = l, such as the p orbital with m = 1.

## From the ladder to the eigenvalue

Let g = f′ − m cot t f. Because (cot t)′ = −1/sin² t,

g′ = f″ + m f/sin² t − m cot t f′

Applying L₋ at m + 1 gives

−g′ − (m+1) cot t g = −f″ − cot t f′ − m f/sin² t + m(m+1) cot² t f

Insert cot² t = 1/sin² t − 1. The terms in 1/sin² t combine to m² f/sin² t, which leaves

−f″ − cot t f′ + m² f/sin² t − m(m+1) f

The first three terms are the polar part of L², since (sin t f′)′/sin t = f″ + cot t f′. Hence L₋L₊ = L² − m(m+1). If g = 0 throughout (0, π), the left side vanishes and f solves the polar equation of L² with eigenvalue m(m+1).

For f = sin^l t the chain rule gives f′ = l sin^(l−1) t cos t = l cot t f when l ≥ 1, and both sides vanish when l = 0. So g = 0 at m = l, and both equations follow.

## Uniqueness, the values of m that fit sin^l t, and the norm

Suppose f is differentiable and f′ = l cot t f on (0, π). Then

(f/sin^l t)′ = (f′ − l cot t f)/sin^l t = 0

The quotient is constant, and at t = π/2 it equals f(π/2). Thus f(t) = f(π/2) sin^l t. This uniqueness belongs to the first-order equation, not to the second-order one.

Now keep sin^l t and the eigenvalue l(l+1), but put an arbitrary real m into the polar equation. Subtracting the equation with m = l leaves

(m² − l²) sin^l t/sin² t = 0

so the equation holds, even at a single angle, exactly when m² = l².

For the norm, let I_l be the integral of sin^(2l+1) t over (0, π), that is, of the squared function with the measure sin t dt. Integration by parts gives

I_(l+1) = (2l+2)(I_l − I_(l+1)), so I_(l+1) = (2l+2)/(2l+3) · I_l

With I_0 = 2, I_l is 2 times the product of (2i+2)/(2i+3) over i = 0, …, l−1. The normalised polar function is sin^l t/√I_l; including φ adds a factor 1/√(2π).

## The cases l = 0 and l = 2

For l = 0 the function is the constant 1, both equations read 0 = 0, and the empty product gives I_0 = 2. The normalised polar function is 1/√2.

For l = 2 take t = π/6, where sin t = 1/2 and cos t = √3/2. Then f = 1/4 and f′ = 2 sin t cos t = √3/2, which equals 2 cot t f = 2 · √3 · 1/4. Further,

(sin t f′)′ = 4 sin t cos² t − 2 sin³ t = 3/2 − 1/4 = 5/4

The polar part of L² gives −5/2 + 4 = 3/2, and l(l+1) f = 6 · 1/4 = 3/2. The norm is I_2 = 2 · (2/3) · (4/5) = 16/15, so the normalised polar function is (√15/4) sin² t.

## The complete Lean file

```lean
import Mathlib

open Real Set Filter Topology

namespace HighestWeightPolar

noncomputable section

/-- The polar part of `L²` (in units of `ħ²`) acting on `f(θ) exp(i m φ)`. -/
def polarLSq (m : ℝ) (f : ℝ → ℝ) (t : ℝ) : ℝ :=
  -(deriv (fun s => sin s * deriv f s) t) / sin t + m ^ 2 * f t / sin t ^ 2

/-- The polar part of `L₊` acting on `f(θ) exp(i m φ)`: `f' - m cot θ f`. -/
def polarRaise (m : ℝ) (f : ℝ → ℝ) (t : ℝ) : ℝ :=
  deriv f t - m * (cos t / sin t) * f t

/-- The polar part of `L₋` acting on `f(θ) exp(i m φ)`: `-f' - m cot θ f`. -/
def polarLower (m : ℝ) (f : ℝ → ℝ) (t : ℝ) : ℝ :=
  -deriv f t - m * (cos t / sin t) * f t

/-- Away from the poles the cotangent has derivative `-1 / sin² θ`. -/
theorem hasDerivAt_cotangent {t : ℝ} (hs : sin t ≠ 0) :
    HasDerivAt (fun s => cos s / sin s) (-1 / sin t ^ 2) t := by
  refine ((Real.hasDerivAt_cos t).fun_div (Real.hasDerivAt_sin t) hs).congr_deriv ?_
  rw [show -sin t * sin t - cos t * cos t = -1 by
    linear_combination -(Real.sin_sq_add_cos_sq t)]

/-- Away from the poles `sin^l θ` has derivative `l cot θ sin^l θ`. -/
theorem hasDerivAt_sin_pow (l : ℕ) {t : ℝ} (hs : sin t ≠ 0) :
    HasDerivAt (fun s => sin s ^ l) (l * (cos t / sin t) * sin t ^ l) t := by
  refine ((Real.hasDerivAt_sin t).fun_pow l).congr_deriv ?_
  cases l with
  | zero => simp
  | succ n =>
    simp only [Nat.add_sub_cancel]
    rw [pow_succ]
    field_simp

/-- Away from the poles, and where `f` and `f'` are differentiable, the ladder factorisation `L₋ L₊
= L² - m (m + 1)` holds on a polar function `f` with azimuthal number `m`. -/
theorem lower_raise (m : ℝ) {f : ℝ → ℝ} {t : ℝ} (hs : sin t ≠ 0)
    (hf : DifferentiableAt ℝ f t) (hf' : DifferentiableAt ℝ (deriv f) t) :
    polarLower (m + 1) (polarRaise m f) t = polarLSq m f t - m * (m + 1) * f t := by
  have h1 : HasDerivAt (fun s => sin s * deriv f s)
      (cos t * deriv f t + sin t * deriv (deriv f) t) t :=
    (Real.hasDerivAt_sin t).fun_mul hf'.hasDerivAt
  have h2 : HasDerivAt (polarRaise m f)
      (deriv (deriv f) t -
        (m * (-1 / sin t ^ 2) * f t + m * (cos t / sin t) * deriv f t)) t :=
    hf'.hasDerivAt.fun_sub
      (((hasDerivAt_cotangent hs).const_mul m).fun_mul hf.hasDerivAt)
  have h3 : -(cos t * deriv f t + sin t * deriv (deriv f) t) / sin t
      = -(cos t / sin t * deriv f t) - deriv (deriv f) t := by
    rw [neg_div, add_div, mul_div_cancel_left₀ _ hs]
    ring
  -- the identity cot² = 1 / sin² - 1 produces the constant m (m + 1)
  have hk : (cos t / sin t) ^ 2 = 1 / sin t ^ 2 - 1 := by
    rw [div_pow, Real.cos_sq', sub_div, div_self (pow_ne_zero 2 hs)]
  unfold polarLower polarLSq
  rw [h1.deriv, h2.deriv, h3]
  unfold polarRaise
  linear_combination m * (m + 1) * f t * hk

/-- A differentiable polar function annihilated by `L₊` on `(0, π)` solves the polar
equation of `L²` with eigenvalue `m (m + 1)`. -/
theorem polarLSq_of_raise_eq_zero (m : ℝ) {f : ℝ → ℝ}
    (hf : ∀ t ∈ Ioo 0 π, DifferentiableAt ℝ f t)
    (h : ∀ t ∈ Ioo 0 π, polarRaise m f t = 0) {t : ℝ} (ht : t ∈ Ioo 0 π) :
    polarLSq m f t = m * (m + 1) * f t := by
  have hs : sin t ≠ 0 := (Real.sin_pos_of_mem_Ioo ht).ne'
  have hz : polarRaise m f =ᶠ[𝓝 t] fun _ => (0 : ℝ) := by
    filter_upwards [isOpen_Ioo.mem_nhds ht] with s hs using h s hs
  -- the first-order equation itself shows that f' is differentiable
  have hd : deriv f =ᶠ[𝓝 t] fun s => m * (cos s / sin s) * f s := by
    filter_upwards [isOpen_Ioo.mem_nhds ht] with s hs
    have h0 := h s hs
    unfold polarRaise at h0
    linarith
  have hf' : DifferentiableAt ℝ (deriv f) t :=
    hd.differentiableAt_iff.mpr
      (((hasDerivAt_cotangent hs).const_mul m).fun_mul (hf t ht).hasDerivAt).differentiableAt
  have key := lower_raise m hs (hf t ht) hf'
  unfold polarLower at key
  rw [hz.deriv_eq, h t ht, deriv_const] at key
  linarith

/-- On `(0, π)` the function `sin^l θ` is annihilated by `L₊` at `m = l` and solves the
polar equation of `L²` with eigenvalue `l (l + 1)`. -/
theorem sin_pow_highest_weight (l : ℕ) {t : ℝ} (ht : t ∈ Ioo 0 π) :
    polarRaise l (fun s => sin s ^ l) t = 0 ∧
      polarLSq l (fun s => sin s ^ l) t = l * (l + 1) * sin t ^ l := by
  have hD : ∀ s ∈ Ioo 0 π, HasDerivAt (fun s => sin s ^ l)
      (l * (cos s / sin s) * sin s ^ l) s :=
    fun s hs => hasDerivAt_sin_pow l (Real.sin_pos_of_mem_Ioo hs).ne'
  have hR : ∀ s ∈ Ioo 0 π, polarRaise l (fun s => sin s ^ l) s = 0 := by
    intro s hs
    unfold polarRaise
    rw [(hD s hs).deriv]
    ring
  exact ⟨hR t ht,
    polarLSq_of_raise_eq_zero l (fun s hs => (hD s hs).differentiableAt) hR ht⟩

/-- Every differentiable solution of the highest-weight equation on `(0, π)` is `sin^l θ`
times its value at the equator. -/
theorem highest_weight_unique (l : ℕ) {f : ℝ → ℝ}
    (hf : ∀ t ∈ Ioo 0 π, DifferentiableAt ℝ f t)
    (h : ∀ t ∈ Ioo 0 π, polarRaise l f t = 0) {t : ℝ} (ht : t ∈ Ioo 0 π) :
    f t = f (π / 2) * sin t ^ l := by
  -- the quotient f / sin^l has zero derivative
  have hq : ∀ s ∈ Ioo 0 π, HasDerivAt (fun s => f s / sin s ^ l) 0 s := by
    intro s hs
    have hs0 : sin s ≠ 0 := (Real.sin_pos_of_mem_Ioo hs).ne'
    have h0 := h s hs
    unfold polarRaise at h0
    refine ((hf s hs).hasDerivAt.fun_div (hasDerivAt_sin_pow l hs0)
      (pow_ne_zero l hs0)).congr_deriv ?_
    rw [sub_eq_zero.mp h0]
    ring
  have hmid : π / 2 ∈ Ioo 0 π := ⟨by linarith [Real.pi_pos], by linarith [Real.pi_pos]⟩
  have hc : f t / sin t ^ l = f (π / 2) / sin (π / 2) ^ l :=
    isOpen_Ioo.is_const_of_deriv_eq_zero isPreconnected_Ioo
      (fun s hs => (hq s hs).differentiableAt.differentiableWithinAt)
      (fun s hs => (hq s hs).deriv) ht hmid
  rw [Real.sin_pi_div_two, one_pow, div_one] at hc
  exact (div_eq_iff (pow_ne_zero l (Real.sin_pos_of_mem_Ioo ht).ne')).mp hc

/-- At any angle in `(0, π)`, `sin^l θ` satisfies the polar equation with azimuthal number
`m` and eigenvalue `l (l + 1)` exactly when `m² = l²`. -/
theorem sin_pow_polar_iff (l : ℕ) (m : ℝ) {t : ℝ} (ht : t ∈ Ioo 0 π) :
    polarLSq m (fun s => sin s ^ l) t = l * (l + 1) * sin t ^ l ↔ m ^ 2 = (l : ℝ) ^ 2 := by
  have hs : 0 < sin t := Real.sin_pos_of_mem_Ioo ht
  have h := (sin_pow_highest_weight l ht).2
  simp only [polarLSq] at h ⊢
  constructor
  · intro h'
    -- the two equations differ only in the centrifugal term
    have h0 : (m ^ 2 - (l : ℝ) ^ 2) * (sin t ^ l / sin t ^ 2) = 0 := by
      linear_combination h' - h
    have hp : sin t ^ l / sin t ^ 2 ≠ 0 := by positivity
    exact sub_eq_zero.mp ((mul_eq_zero.mp h0).resolve_right hp)
  · intro hm
    rw [hm]
    exact h

/-- The squared norm of `sin^l θ` with the polar measure `sin θ dθ`, as a finite product. -/
theorem sin_pow_norm_sq (l : ℕ) :
    ∫ t in (0 : ℝ)..π, (sin t ^ l) ^ 2 * sin t =
      2 * ∏ i ∈ Finset.range l, (2 * (i : ℝ) + 2) / (2 * i + 3) := by
  rw [← integral_sin_pow_odd]
  refine intervalIntegral.integral_congr fun t _ => ?_
  show (sin t ^ l) ^ 2 * sin t = sin t ^ (2 * l + 1)
  ring

end

end HighestWeightPolar
```

```lean
#print axioms HighestWeightPolar.sin_pow_highest_weight
-- 'HighestWeightPolar.sin_pow_highest_weight' depends on axioms: [propext, Classical.choice, Quot.sound]
#print axioms HighestWeightPolar.highest_weight_unique
-- 'HighestWeightPolar.highest_weight_unique' depends on axioms: [propext, Classical.choice, Quot.sound]
#print axioms HighestWeightPolar.sin_pow_polar_iff
-- 'HighestWeightPolar.sin_pow_polar_iff' depends on axioms: [propext, Classical.choice, Quot.sound]
#print axioms HighestWeightPolar.sin_pow_norm_sq
-- 'HighestWeightPolar.sin_pow_norm_sq' depends on axioms: [propext, Classical.choice, Quot.sound]
```

## How the proof follows the calculation

`hasDerivAt_cotangent` and `hasDerivAt_sin_pow` supply the two elementary derivatives; the second treats l = 0 separately, as above.

`lower_raise` is the factorisation. Its facts `h1` and `h2` differentiate sin t f′ and g, `h3` expands the quotient in L², and `hk` is the identity for cot² t. The final `linear_combination` multiplies `hk` by m(m+1) f, the one place where that identity enters.

`polarLSq_of_raise_eq_zero` assumes only one derivative of f, while the factorisation needs two. The equation f′ = m cot t f closes the gap: its right side is differentiable, so f′ is too. Equality at one point would not suffice for this, so the proof uses `=ᶠ[𝓝 t]`, equality in a neighbourhood of t. The same device shows that g′ = 0.

`sin_pow_highest_weight` checks g = 0 for sin^l t and applies that result. `highest_weight_unique` differentiates the quotient and uses the connectedness of the interval to conclude that it is constant. `sin_pow_polar_iff` subtracts the two polar equations and cancels a positive factor. `sin_pow_norm_sq` rewrites the integrand as sin^(2l+1) t and takes the product from Mathlib's `integral_sin_pow_odd`, in place of the integration by parts.
